# The kinetic energy drops out of the commutator of a one-particle Hamiltonian with a translation

For one particle on a line, with Hamiltonian −½ d²/dx² + V in atomic units, the theorem computes the commutator with the translation that takes ψ(x) to ψ(x + a). At every point x, the commutator applied to ψ equals (V(x) − V(x + a)) ψ(x + a). The potential V is any real function and ψ any complex one, with no periodicity, smoothness or normalisation assumed; Lean's `deriv` is zero wherever a function is not differentiable. The attempt first shows, as `h1`, that differentiation commutes with translation, then unfolds the definitions and leaves the algebra to `ring`.

The failing Lean file:

```lean
import Mathlib

open Real

namespace IncommensuratePotential

noncomputable section

/-- The wavefunction `ψ` shifted by `a`: its value at `x` is `ψ (x + a)`. -/
def translate (a : ℝ) (ψ : ℝ → ℂ) : ℝ → ℂ := fun x => ψ (x + a)

/-- The one-particle Hamiltonian `-(1/2) d²/dx² + V` in atomic units. -/
def hamiltonian (V : ℝ → ℝ) (ψ : ℝ → ℂ) : ℝ → ℂ :=
  fun x => -(1 / 2) * deriv (deriv ψ) x + (V x : ℂ) * ψ x

/-- The commutator of the Hamiltonian with the translation by `a` is `V x - V (x + a)` times the
shifted wavefunction. -/
theorem commutator_translate (V : ℝ → ℝ) (a : ℝ) (ψ : ℝ → ℂ) (x : ℝ) :
    hamiltonian V (translate a ψ) x - translate a (hamiltonian V ψ) x
      = ((V x : ℂ) - (V (x + a) : ℂ)) * ψ (x + a) := by
  -- the kinetic energy commutes with every translation
  have h1 : ∀ f : ℝ → ℂ, deriv (translate a f) = translate a (deriv f) := by
    intro f
    funext y
    simp only [translate, deriv_comp_add_const]
  simp only [hamiltonian, h1]
  simp only [translate]
  ring

end

end IncommensuratePotential
```

Lean reports:

```
Main.lean:22:74: error: unsolved goals
V : ℝ → ℝ
a : ℝ
ψ : ℝ → ℂ
x : ℝ
f : ℝ → ℂ
y : ℝ
⊢ deriv (translate a f) y = deriv f (y + a)
Try this:
  [apply] ring_nf
  
  The `ring` tactic failed to close the goal. Use `ring_nf` to obtain a normal form.
    
  Note that `ring` works primarily in *commutative* rings. If you have a noncommutative ring, abelian group or module, consider using `noncomm_ring`, `abel` or `module` instead.
Main.lean:20:53: error: unsolved goals
V : ℝ → ℝ
a : ℝ
ψ : ℝ → ℂ
x : ℝ
h1 : ∀ (f : ℝ → ℂ), deriv (translate a f) = translate a (deriv f)
⊢ deriv (deriv ψ) (x + a) * (-1 / 2) + ↑(V x) * ψ (x + a) - hamiltonian V ψ (x + a) =
    ↑(V x) * ψ (x + a) - ψ (x + a) * ↑(V (x + a))
Main.lean:25:26: warning: This simp argument is unused:
  deriv_comp_add_const

Hint: Omit it from the simp argument list.
  [apply] simp only [translate]

Note: This linter can be disabled with `set_option linter.unusedSimpArgs false`
```

The repair, with which the file compiles:

```diff
@@ -19,11 +19,12 @@
     hamiltonian V (translate a ψ) x - translate a (hamiltonian V ψ) x
       = ((V x : ℂ) - (V (x + a) : ℂ)) * ψ (x + a) := by
-  -- the kinetic energy commutes with every translation
+  -- differentiation commutes with every translation
   have h1 : ∀ f : ℝ → ℂ, deriv (translate a f) = translate a (deriv f) := by
     intro f
     funext y
-    simp only [translate, deriv_comp_add_const]
+    change deriv (fun z => f (z + a)) y = deriv f (y + a)
+    rw [deriv_comp_add_const]
   simp only [hamiltonian, h1]
-  simp only [translate]
+  simp only [translate, hamiltonian]
   ring
 
```

Cause. Both errors have the same cause: `simp only` unfolds `translate` and `hamiltonian` here only when they are applied to a point.

In the first error, `translate a f` stands inside `deriv` as a bare function, so it stays folded. `deriv_comp_add_const` needs to see `f (z + a)` under the derivative and never fires, hence the warning that it is unused. The repair uses `change` to write the function out, which Lean accepts because the two forms are equal by definition, and `rw` then applies the lemma and closes the goal.

In the second, `hamiltonian V ψ` is at first a bare function inside `translate`. Unfolding `translate` gives it the point `x + a`, but that `simp only` call does not list `hamiltonian`. `ring` therefore meets `hamiltonian V ψ (x + a)` as an opaque term and cannot cancel the kinetic parts. Adding `hamiltonian` to the call exposes them.

The reworded comment is mere tidying.
